# The signs of a nowhere-zero guiding function make all off-diagonal entries of the lattice fixed-node matrix nonpositive

In a lattice Green's function Monte Carlo run, a walker draws its next configuration with probability proportional to an importance-sampled matrix element. For fermions and frustrated spins some of these numbers can come out negative, and then they cannot serve as probabilities. Carrying the signs along as weights lets large positive and negative contributions cancel, which is the sign problem. The lattice fixed-node method samples a modified Hamiltonian instead, built with the help of a guiding function. For a real symmetric Hamiltonian on finitely many configurations, and a real guiding function that vanishes on none of them, the results below show that this modified Hamiltonian can be sampled with nonnegative weights.

How close the lowest energy of the modified Hamiltonian lies to that of the original one is the question of the fixed-node approximation itself, and needs a separate argument.

## Deleting the hops with the wrong sign

Let $n$ be the finite set of configurations, for instance the occupation patterns of a cluster. The Hamiltonian is a real matrix $H(x,y)$ with $x,y\in n$, and the guiding function is a real function $\psi$ on $n$.

```lean
import Mathlib

open Matrix

namespace LatticeFixedNode

noncomputable section

variable {n : Type*} [Fintype n] [DecidableEq n]
```

A hop between $x\neq y$ has the wrong sign if $\psi(x)H(x,y)\psi(y)>0$. The fixed-node matrix $F$, written `H_FN` in the Lean docstrings, sets such entries to zero and compensates on the diagonal:

$$F(x,x)=H(x,x)+\sum_{z\ \text{wrong-sign}}H(x,z)\frac{\psi(z)}{\psi(x)} .$$

All other off-diagonal entries stay as they are. Each added term is positive, so it acts as a repulsive potential on configurations from which a hop has been deleted.

```lean
/-- The lattice fixed-node matrix of `H` for a nowhere-zero guiding function `ψ`: off-diagonal
entries with `ψ x * H x y * ψ y > 0` are deleted, and `H x y * ψ y / ψ x` is added to the
diagonal at `x` for each of them. -/
def fixedNode (H : Matrix n n ℝ) (ψ : n → ℝ) : Matrix n n ℝ :=
  Matrix.of fun x y =>
    if x = y then
      H x x + ∑ z, if x ≠ z ∧ 0 < ψ x * H x z * ψ z then H x z * ψ z / ψ x else 0
    else if 0 < ψ x * H x y * ψ y then 0 else H x y
```

Let $S$ be the diagonal matrix with entries $\operatorname{sgn}\psi(x)$. Conjugating with $S$ only flips the signs of basis states. The Lean name `gauge` refers to this sign choice and not to a gauge field.

```lean
/-- The diagonal matrix of the signs of the guiding function. -/
def gauge (ψ : n → ℝ) : Matrix n n ℝ :=
  Matrix.diagonal fun x => Real.sign (ψ x)
```

The simulation repeatedly applies $P=\Lambda-F$, where $\Lambda$ is a sufficiently large energy shift, to single out the low-energy part of a starting state. It is called `projector` after this use, although $P^2\neq P$ in general.

```lean
/-- One step `Λ - H_FN` of the power-method projection with energy shift `Λ`, for a nowhere-zero
guiding function `ψ`. -/
def projector (Λ : ℝ) (H : Matrix n n ℝ) (ψ : n → ℝ) : Matrix n n ℝ :=
  Λ • (1 : Matrix n n ℝ) - fixedNode H ψ
```

## Signs in place of amplitudes

The wrong-sign condition contains the amplitudes $\psi(x)$, while $S$ contains only their signs. The link between them is $a=|a|\operatorname{sgn}a$, checked for negative, zero and positive $a$.

```lean
private lemma abs_mul_sign' (a : ℝ) : |a| * Real.sign a = a := by
  rcases lt_trichotomy a 0 with h | h | h
  · rw [Real.sign_of_neg h, abs_of_neg h]; ring
  · subst h; simp
  · rw [Real.sign_of_pos h, abs_of_pos h]; ring
```

For $a\neq0$ the sign also squares to one.

```lean
private lemma sign_mul_sign {a : ℝ} (ha : a ≠ 0) : Real.sign a * Real.sign a = 1 := by
  rcases lt_or_gt_of_ne ha with h | h
  · rw [Real.sign_of_neg h]; norm_num
  · rw [Real.sign_of_pos h]; norm_num
```

Hence, for nonzero $a$ and $b$ and any real $h$,

$$a\,h\,b=|a||b|\,\bigl(\operatorname{sgn}a\; h\,\operatorname{sgn}b\bigr),$$

and since $|a||b|>0$, the left side is positive exactly when the bracket is.

```lean
private lemma sign_conj_pos_iff {a b : ℝ} (h : ℝ) (ha : a ≠ 0) (hb : b ≠ 0) :
    0 < Real.sign a * h * Real.sign b ↔ 0 < a * h * b := by
  have e : a * h * b = (|a| * |b|) * (Real.sign a * h * Real.sign b) := by
    calc a * h * b = (|a| * Real.sign a) * h * (|b| * Real.sign b) := by
          rw [abs_mul_sign', abs_mul_sign']
      _ = _ := by ring
  have hc : 0 < |a| * |b| := mul_pos (abs_pos.mpr ha) (abs_pos.mpr hb)
  rw [e]
  exact ⟨fun k => mul_pos hc k, fun k => pos_of_mul_pos_of_pos_left' hc k⟩
where
  pos_of_mul_pos_of_pos_left' {c d : ℝ} (hc : 0 < c) (k : 0 < c * d) : 0 < d := by
    by_contra hd
    exact absurd k (not_lt_of_ge (mul_nonpos_of_nonneg_of_nonpos hc.le (not_lt.mp hd)))
```

The bracket is what conjugation produces, because for any matrix $A$ we have $(SAS)(x,y)=\operatorname{sgn}\psi(x)\,A(x,y)\,\operatorname{sgn}\psi(y)$.

```lean
private lemma gauge_conj_apply (A : Matrix n n ℝ) (ψ : n → ℝ) (x y : n) :
    (gauge ψ * A * gauge ψ) x y = Real.sign (ψ x) * A x y * Real.sign (ψ y) := by
  rw [gauge, Matrix.mul_diagonal, Matrix.diagonal_mul]
```

## The conjugated matrix and its spectrum

For $x\neq y$ there are two cases. If the hop was deleted, $\psi(x)F(x,y)\psi(y)=0$. If it was kept, it failed the test for deletion, so the product is at most zero.

```lean
/-- Every hop that survives in the fixed-node matrix satisfies `ψ x * H_FN x y * ψ y ≤ 0`. -/
theorem fixedNode_hop_nonpos (H : Matrix n n ℝ) (ψ : n → ℝ) {x y : n} (h : x ≠ y) :
    ψ x * fixedNode H ψ x y * ψ y ≤ 0 := by
  simp only [fixedNode, Matrix.of_apply, if_neg h]
  split_ifs with hp
  · simp
  · exact not_lt.mp hp
```

If $H$ is symmetric, so is $F$: the product $\psi(x)H(x,y)\psi(y)$ does not change when $x$ and $y$ are exchanged, so a hop and its reverse are deleted or kept together.

```lean
/-- The fixed-node matrix of a real symmetric `H` is symmetric. -/
theorem fixedNode_isSymm {H : Matrix n n ℝ} (hH : H.IsSymm) (ψ : n → ℝ) :
    (fixedNode H ψ).IsSymm := by
  refine Matrix.IsSymm.ext fun x y => ?_
  by_cases h : x = y
  · subst h; rfl
  · have e : H y x = H x y := hH.apply x y
    have c : ψ y * H x y * ψ x = ψ x * H x y * ψ y := by ring
    simp only [fixedNode, Matrix.of_apply, if_neg h, if_neg (Ne.symm h), e, c]
```

The main theorem assumes a symmetric $H$ (`hH`) and $\psi(x)\neq0$ for every $x$ (`hψ`), and makes three statements about $SFS$.

- It is symmetric, because $F$ is.
- Its off-diagonal entries are nonpositive. A positive one would, by the sign equivalence, give $\psi(x)F(x,y)\psi(y)>0$, which was just excluded.
- It has the characteristic polynomial of $F$. A product of two square matrices has the same characteristic polynomial in either order, so $(SF)S$ may be replaced by $S(SF)=S^2F=F$, with $S^2=1$ because $\psi$ has no zeros.

The eigenvalues of $F$, with their multiplicities, are therefore those of a matrix without positive off-diagonal entries. The comparison is with $F$ and not with $H$, whose spectrum is in general different.

```lean
/-- For real symmetric `H` and nowhere-zero `ψ`, conjugating the fixed-node matrix with the signs
of `ψ` gives a symmetric matrix with nonpositive off-diagonal entries and the same characteristic
polynomial. -/
theorem fixedNode_sign_problem_free {H : Matrix n n ℝ} (hH : H.IsSymm) {ψ : n → ℝ}
    (hψ : ∀ x, ψ x ≠ 0) :
    (gauge ψ * fixedNode H ψ * gauge ψ).IsSymm ∧
    (∀ x y, x ≠ y → (gauge ψ * fixedNode H ψ * gauge ψ) x y ≤ 0) ∧
    (gauge ψ * fixedNode H ψ * gauge ψ).charpoly = (fixedNode H ψ).charpoly := by
  refine ⟨Matrix.IsSymm.ext fun x y => ?_, fun x y h => ?_, ?_⟩
  · rw [gauge_conj_apply, gauge_conj_apply, (fixedNode_isSymm hH ψ).apply x y]
    ring
  · rw [gauge_conj_apply]
    exact not_lt.mp fun k =>
      not_lt_of_ge (fixedNode_hop_nonpos H ψ h) ((sign_conj_pos_iff _ (hψ x) (hψ y)).mp k)
  · -- the sign matrix is its own inverse
    have hS : gauge ψ * gauge ψ = 1 := by
      rw [gauge, Matrix.diagonal_mul_diagonal, ← Matrix.diagonal_one]
      congr 1
      funext x
      exact sign_mul_sign (hψ x)
    rw [Matrix.charpoly_mul_comm, ← mul_assoc, hS, one_mul]
```

## Nonnegative weights after any number of steps

The weight used here is $\psi(x)P^k(x,y)\psi(y)$. The usual importance-sampled element, $\psi(x)P^k(x,y)/\psi(y)$ or its transpose, differs from it by a positive factor and so has the same sign.

For one step between different configurations, the weight is $-\psi(x)F(x,y)\psi(y)\ge0$. For staying in place it is $(\Lambda-F(x,x))\,\psi(x)^2$, which is nonnegative once $\Lambda\ge F(x,x)$. That is the hypothesis `hΛ`, and it says that no walker has a negative weight for staying where it is.

For $k+1$ steps, split at the last intermediate configuration $z$:

$$\psi(x)P^{k+1}(x,y)\psi(y)=\sum_z\frac{\bigl[\psi(x)P^k(x,z)\psi(z)\bigr]\bigl[\psi(z)P(z,y)\psi(y)\bigr]}{\psi(z)^2}.$$

The first bracket is nonnegative by induction and the second is a single step. At $k=0$ the weight is $\psi(x)^2$ or $0$. Symmetry of $H$ is not used.

```lean
/-- If `ψ` vanishes nowhere and the shift `Λ` is at least every diagonal entry of the fixed-node
matrix, then after any number `k` of projection steps all weights
`ψ x * ((Λ - H_FN) ^ k) x y * ψ y` are nonnegative. -/
theorem projection_weight_nonneg (H : Matrix n n ℝ) {ψ : n → ℝ} (hψ : ∀ x, ψ x ≠ 0) {Λ : ℝ}
    (hΛ : ∀ x, fixedNode H ψ x x ≤ Λ) (k : ℕ) (x y : n) :
    0 ≤ ψ x * (projector Λ H ψ ^ k) x y * ψ y := by
  -- a single step has nonnegative weight
  have step : ∀ a b, 0 ≤ ψ a * projector Λ H ψ a b * ψ b := by
    intro a b
    by_cases h : a = b
    · subst h
      have e : projector Λ H ψ a a = Λ - fixedNode H ψ a a := by simp [projector]
      rw [e]
      nlinarith [mul_nonneg (sub_nonneg.mpr (hΛ a)) (mul_self_nonneg (ψ a))]
    · have e : projector Λ H ψ a b = -fixedNode H ψ a b := by
        simp [projector, Matrix.one_apply_ne h]
      rw [e]
      linarith [fixedNode_hop_nonpos H ψ h]
  induction k generalizing y with
  | zero =>
    rw [pow_zero]
    by_cases h : x = y
    · subst h
      rw [Matrix.one_apply_eq, mul_one]
      exact mul_self_nonneg _
    · simp [Matrix.one_apply_ne h]
  | succ k ih =>
    -- split each path at its last intermediate configuration `z`
    rw [pow_succ, Matrix.mul_apply, Finset.mul_sum, Finset.sum_mul]
    refine Finset.sum_nonneg fun z _ => ?_
    have hz := hψ z
    have e : ψ x * ((projector Λ H ψ ^ k) x z * projector Λ H ψ z y) * ψ y =
        (ψ x * (projector Λ H ψ ^ k) x z * ψ z) * (ψ z * projector Λ H ψ z y * ψ y)
          / ψ z ^ 2 := by
      field_simp
    rw [e]
    exact div_nonneg (mul_nonneg (ih z) (step z y)) (sq_nonneg _)
```

## States with the signs of the guiding function

Take a real state $v$ and define $w(x)=\operatorname{sgn}\psi(x)\,|v(x)|$. Since $w(x)^2=v(x)^2$, the norm and the diagonal part of the energy are unchanged. For $x\neq y$ write $s=\operatorname{sgn}\psi(x)$, $t=\operatorname{sgn}\psi(y)$ and $f=F(x,y)$. Then

$$w(x)\,f\,w(y)=|v(x)||v(y)|\,(sft)\ \le\ st\,v(x)v(y)\,(sft)=v(x)\,f\,v(y).$$

The inequality holds because $st\,v(x)v(y)\le|v(x)||v(y)|$ and multiplication by $sft\le0$ reverses the order. The last equality uses $s^2=t^2=1$. Summing over $x$ and $y$ gives $w\cdot Fw\le v\cdot Fv$.

Lean states this for unnormalised vectors (`⬝ᵥ` is the dot product and `*ᵥ` applies a matrix to a vector). As the norms agree, for $v\neq0$ the normalised energy $v\cdot Fv/v\cdot v$ does not rise either.

```lean
/-- For real symmetric `H` and nowhere-zero `ψ`, giving a real state `v` the signs of `ψ` keeps
its norm and does not raise its fixed-node energy. -/
theorem energy_le_of_guiding_signs {H : Matrix n n ℝ} (hH : H.IsSymm) {ψ : n → ℝ}
    (hψ : ∀ x, ψ x ≠ 0) (v : n → ℝ) :
    let w : n → ℝ := fun x => Real.sign (ψ x) * |v x|
    w ⬝ᵥ w = v ⬝ᵥ v ∧ w ⬝ᵥ (fixedNode H ψ *ᵥ w) ≤ v ⬝ᵥ (fixedNode H ψ *ᵥ v) := by
  intro w
  have hw : ∀ x, w x * w x = v x * v x := fun x => by
    calc w x * w x = (Real.sign (ψ x) * Real.sign (ψ x)) * (|v x| * |v x|) := by
          simp only [w]; ring
      _ = v x * v x := by rw [sign_mul_sign (hψ x), one_mul, abs_mul_abs_self]
  refine ⟨Finset.sum_congr rfl fun x _ => hw x, ?_⟩
  simp only [dotProduct, Matrix.mulVec, Finset.mul_sum]
  refine Finset.sum_le_sum fun x _ => Finset.sum_le_sum fun y _ => ?_
  by_cases h : x = y
  · subst h
    exact le_of_eq (by linear_combination fixedNode H ψ x x * hw x)
  · -- compare the hopping terms in the sign-rotated basis
    have hc := (fixedNode_sign_problem_free hH hψ).2.1 x y h
    rw [gauge_conj_apply] at hc
    have hx := sign_mul_sign (hψ x)
    have hy := sign_mul_sign (hψ y)
    set s := Real.sign (ψ x)
    set t := Real.sign (ψ y)
    set f := fixedNode H ψ x y
    have hst : |s * t| = 1 := by
      have h1 : |s * t| * |s * t| = 1 := by
        rw [abs_mul_abs_self]
        linear_combination t * t * hx + hy
      nlinarith [abs_nonneg (s * t)]
    have hb : (s * t) * (v x * v y) ≤ |v x| * |v y| := by
      calc (s * t) * (v x * v y) ≤ |(s * t) * (v x * v y)| := le_abs_self _
        _ = |v x| * |v y| := by rw [abs_mul, hst, one_mul, abs_mul]
    have hm := mul_le_mul_of_nonpos_right hb hc
    calc w x * (f * w y) = |v x| * |v y| * (s * f * t) := by simp only [w]; ring
      _ ≤ (s * t) * (v x * v y) * (s * f * t) := hm
      _ = v x * (f * v y) := by
        linear_combination (v x * v y * f * t * t) * hx + (v x * v y * f) * hy
```

## When the original Hamiltonian needs no change

If $SHS$ already has nonpositive off-diagonal entries, no hop has the wrong sign, nothing is deleted, every correction on the diagonal is zero, and $F=H$. Conversely, if $F=H$, the main theorem applied to $F$ is a statement about $H$.

```lean
/-- For real symmetric `H` and nowhere-zero `ψ`, the signs of `ψ` make all off-diagonal entries of
`H` itself nonpositive exactly when the fixed-node construction leaves `H` unchanged. -/
theorem gauge_cures_iff_fixedNode_eq {H : Matrix n n ℝ} (hH : H.IsSymm) {ψ : n → ℝ}
    (hψ : ∀ x, ψ x ≠ 0) :
    (∀ x y, x ≠ y → (gauge ψ * H * gauge ψ) x y ≤ 0) ↔ fixedNode H ψ = H := by
  constructor
  · intro hS
    have hn : ∀ x y, x ≠ y → ¬ 0 < ψ x * H x y * ψ y := fun x y h k => by
      have h1 := hS x y h
      rw [gauge_conj_apply] at h1
      exact not_lt_of_ge h1 ((sign_conj_pos_iff _ (hψ x) (hψ y)).mpr k)
    ext x y
    by_cases h : x = y
    · subst h
      simp only [fixedNode, Matrix.of_apply, if_true]
      rw [Finset.sum_eq_zero fun z _ => if_neg fun k => hn x z k.1 k.2, add_zero]
    · simp only [fixedNode, Matrix.of_apply, if_neg h, if_neg (hn x y h)]
  · intro e
    have h := (fixedNode_sign_problem_free hH hψ).2.1
    rwa [e] at h
```

For one particle on three sites, with matrix element $+1$ for the hop between any two of them, $F=H$ never happens. If $F=H$, then $\psi(0)\psi(1)$, $\psi(1)\psi(2)$ and $\psi(0)\psi(2)$ are all at most zero, and strictly negative because $\psi$ has no zeros. Their product is then negative, yet it equals $(\psi(0)\psi(1)\psi(2))^2\ge0$.

Together with the previous equivalence, this means that no choice of signs for the three basis states removes the positive off-diagonal entries of this $H$. It says nothing about more general changes of basis.

```lean
/-- On the frustrated triangle, with all three couplings equal to `+1`, the fixed-node
construction changes the matrix for every nowhere-zero guiding function. -/
theorem frustrated_triangle {ψ : Fin 3 → ℝ} (hψ : ∀ x, ψ x ≠ 0) :
    fixedNode !![0, 1, 1; 1, 0, 1; 1, 1, 0] ψ ≠ !![0, 1, 1; 1, 0, 1; 1, 1, 0] := by
  intro e
  have a := fixedNode_hop_nonpos !![0, 1, 1; 1, 0, 1; 1, 1, 0] ψ (show (0 : Fin 3) ≠ 1 by decide)
  have b := fixedNode_hop_nonpos !![0, 1, 1; 1, 0, 1; 1, 1, 0] ψ (show (1 : Fin 3) ≠ 2 by decide)
  have c := fixedNode_hop_nonpos !![0, 1, 1; 1, 0, 1; 1, 1, 0] ψ (show (0 : Fin 3) ≠ 2 by decide)
  rw [e] at a b c
  have a' : ψ 0 * ψ 1 ≤ 0 := by simpa using a
  have b' : ψ 1 * ψ 2 ≤ 0 := by simpa using b
  have c' : ψ 0 * ψ 2 ≤ 0 := by simpa using c
  -- three signs cannot be pairwise opposite
  have p := mul_pos_of_neg_of_neg (lt_of_le_of_ne a' (mul_ne_zero (hψ 0) (hψ 1)))
    (lt_of_le_of_ne b' (mul_ne_zero (hψ 1) (hψ 2)))
  have q := mul_neg_of_pos_of_neg p (lt_of_le_of_ne c' (mul_ne_zero (hψ 0) (hψ 2)))
  nlinarith [sq_nonneg (ψ 0 * ψ 1 * ψ 2)]

end

end LatticeFixedNode
```

## The triangle with $\psi=(1,2,-1)$

The hop between sites 0 and 1 has $\psi(0)H(0,1)\psi(1)=2>0$ and is deleted; the other two are kept. The diagonal gains $2/1=2$ at site 0 and $1/2$ at site 1. With $S=\mathrm{diag}(1,1,-1)$,

$$F=\begin{pmatrix}2&0&1\\0&\tfrac12&1\\1&1&0\end{pmatrix},\qquad
SFS=\begin{pmatrix}2&0&-1\\0&\tfrac12&-1\\-1&-1&0\end{pmatrix}.$$

Both have the characteristic polynomial $(\lambda-\tfrac52)(\lambda^2-1)$, so the eigenvalues are $\tfrac52,1,-1$. Those of $H$ are $2,-1,-1$. The spectrum has changed. The lowest values happen to agree here, but in general they need not.

With $\Lambda=2$, the two-step element is $P^2(0,2)=-2$, and its weight is $1\cdot(-2)\cdot(-1)=2$. For the unmodified $H$, the single step from 0 to 1 would have weight $1\cdot(-1)\cdot2=-2$.

The state $v=(1,1,1)$ has normalised fixed-node energy $\tfrac{13}{6}$. Giving it the signs of $\psi$ produces $w=(1,1,-1)$, with energy $-\tfrac12$.

```lean
#print axioms LatticeFixedNode.projection_weight_nonneg
-- 'LatticeFixedNode.projection_weight_nonneg' depends on axioms: [propext, Classical.choice, Quot.sound]
#print axioms LatticeFixedNode.energy_le_of_guiding_signs
-- 'LatticeFixedNode.energy_le_of_guiding_signs' depends on axioms: [propext, Classical.choice, Quot.sound]
#print axioms LatticeFixedNode.gauge_cures_iff_fixedNode_eq
-- 'LatticeFixedNode.gauge_cures_iff_fixedNode_eq' depends on axioms: [propext, Classical.choice, Quot.sound]
#print axioms LatticeFixedNode.frustrated_triangle
-- 'LatticeFixedNode.frustrated_triangle' depends on axioms: [propext, Classical.choice, Quot.sound]
```
